# For a density with tail $C/r^6$, $C>0$, the third radial moment diverges logarithmically with box size

The density is modelled as a real function $n(r)$ of the radius, continuous for $r\ge1$, with $r^6n(r)\to C$. Its third moment is taken only over finite shells: when $C>0$ the integral to infinity diverges, and Lean would assign it the value 0. Write

$$M_k(a,b)=\int_a^b4\pi r^{k+2}n(r)\,dr,\qquad T_k(R)=\int_R^\infty4\pi r^{k+2}n(r)\,dr.$$

The claim is that $R\,T_2(R)\to4\pi C$ and $M_3(1,R)/\ln R\to4\pi C$. Here the box only cuts off the integral at radius $R$; the density is not recomputed inside it. For the Thomas-Fermi density of an isolated neutral atom, this means that the second moment inside the box falls short of its full value by $4\pi C/R$ to leading order, while the third has no large-box limit. The power-law tail belongs to the Thomas-Fermi model: the exact ground-state density of a nonrelativistic neutral atom decays exponentially, so its second and third moments are both finite.

## Comparing the tail with $1/r$ and $1/r^2$

Given $\varepsilon>0$, choose $R_0\ge1$ with $|r^6n-C|\le\varepsilon$ for $r\ge R_0$. Since

$$4\pi r^5n-\frac{4\pi C}{r}=\frac{4\pi}{r}(r^6n-C),$$

integration over $R_0\le a\le r\le b$ gives

$$\left|M_3(a,b)-4\pi C\ln\frac ba\right|\le4\pi\varepsilon\ln\frac ba.$$

With $a=R$ and $b=sR$, $s\ge1$, this yields $M_3(R,sR)\to4\pi C\ln s$. Splitting $[1,R]$ at $R_0$ instead gives

$$|M_3(1,R)-4\pi C\ln R|\le|M_3(1,R_0)-4\pi C\ln R_0|+4\pi\varepsilon\ln\frac R{R_0}.$$

After division by $\ln R$, the first term on the right vanishes as $R\to\infty$ and the second never exceeds $4\pi\varepsilon$. As $\varepsilon$ is arbitrary, the logarithmic law follows.

For the second moment, $4\pi r^4n=(4\pi/r^2)\,r^6n$ is bounded far out by a multiple of $1/r^2$, hence integrable. Because $\int_R^\infty r^{-2}dr=1/R$,

$$\left|T_2(R)-\frac{4\pi C}{R}\right|\le\frac{4\pi\varepsilon}{R}\qquad(R\ge R_0),$$

and multiplication by $R$ finishes the argument.

## The neutral Thomas-Fermi atom

In atomic units, with nuclear charge $Z$ and screening function $\varphi$,

$$n(r)=\frac1{3\pi^2}\left(\frac{2Z\varphi(r/b)}r\right)^{3/2},\qquad b=\frac12\left(\frac{3\pi}4\right)^{2/3}Z^{-1/3}.$$

Here $b$ is the Thomas-Fermi length, no longer the outer radius of a shell, and $Zb^3=9\pi^2/128$. Put $x=r/b$ and assume $x^3\varphi(x)\to144$. Then

$$r^4\,\frac{2Z\varphi(x)}r=2Zb^3\,x^3\varphi(x)\to\left(\frac{9\pi}2\right)^2.$$

Raising to the power $3/2$ and dividing by $3\pi^2$ gives $r^6n\to243\pi/8$. Both box-size coefficients are therefore $243\pi^2/2$ for every $Z$.

## Moments and densities in Lean

```lean
import Mathlib

open MeasureTheory Filter Set Topology Real

namespace ThomasFermiMoments

noncomputable section
```

`shellMoment n k a b` is $M_k(a,b)$. The exponent `k + 2` combines $r^k$ with the $r^2$ of the spherical volume element.

```lean
/-- Contribution of the shell between radii `a ≤ b` to the `k`-th radial moment of the density `n`:
the integral of `4 π r² · r^k · n(r)`. -/
def shellMoment (n : ℝ → ℝ) (k : ℕ) (a b : ℝ) : ℝ :=
  ∫ r in a..b, 4 * π * r ^ (k + 2) * n r
```

`outerMoment n k R` is $T_k(R)$; `Ioi R` denotes the radii $r>R$.

```lean
/-- Contribution of all radii beyond `R` to the `k`-th radial moment, for a density whose
moment integrand is integrable there. -/
def outerMoment (n : ℝ → ℝ) (k : ℕ) (R : ℝ) : ℝ :=
  ∫ r in Ioi R, 4 * π * r ^ (k + 2) * n r
```

The next two definitions are $b$ and the Thomas-Fermi density.

```lean
/-- The Thomas-Fermi length of an atom with nuclear charge `Z > 0`, in atomic units. -/
def tfLength (Z : ℝ) : ℝ := 1 / 2 * (3 * π / 4) ^ (2 / 3 : ℝ) * Z ^ (-(1 / 3) : ℝ)

/-- The Thomas-Fermi density at radius `r > 0` for nuclear charge `Z > 0` and a nonnegative
screening function `φ` of the scaled radius. -/
def tfDensity (Z : ℝ) (φ : ℝ → ℝ) (r : ℝ) : ℝ :=
  (2 * Z * φ (r / tfLength Z) / r) ^ (3 / 2 : ℝ) / (3 * π ^ 2)
```

## Bounds on shells and tails

`exists_radius` turns the limit into the radius $R_0$. Here `C` may be any real number, and `n` need not be positive.

```lean
variable {n : ℝ → ℝ} {C : ℝ}

/-- If `r⁶ n(r)` tends to `C`, then beyond some radius it stays within any given `ε > 0`
of `C`. -/
theorem exists_radius (h : Tendsto (fun r => r ^ 6 * n r) atTop (𝓝 C)) {ε : ℝ} (hε : 0 < ε) :
    ∃ R₀ : ℝ, 1 ≤ R₀ ∧ ∀ r, R₀ ≤ r → |r ^ 6 * n r - C| ≤ ε := by
  obtain ⟨N, hN⟩ := Metric.tendsto_atTop.1 h ε hε
  refine ⟨max 1 N, le_max_left _ _, fun r hr => ?_⟩
  have h1 := hN r (le_trans (le_max_right _ _) hr)
  rw [Real.dist_eq] at h1
  exact h1.le
```

The comparison integral for the second moment comes next.

```lean
/-- The function `1/r²` is integrable beyond any radius `R > 0`, with integral `1/R`. -/
theorem inverse_square_tail {R : ℝ} (hR : 0 < R) :
    IntegrableOn (fun r : ℝ => (r ^ 2)⁻¹) (Ioi R) ∧ ∫ r in Ioi R, (r ^ 2)⁻¹ = R⁻¹ := by
  have e : EqOn (fun r : ℝ => r ^ (-2 : ℝ)) (fun r : ℝ => (r ^ 2)⁻¹) (Ioi R) := by
    intro r hr
    have hr0 : 0 < r := hR.trans hr
    show r ^ (-2 : ℝ) = (r ^ 2)⁻¹
    rw [Real.rpow_neg hr0.le, Real.rpow_two]
  refine ⟨(integrableOn_Ioi_rpow_of_lt (by norm_num) hR).congr_fun e measurableSet_Ioi, ?_⟩
  rw [← setIntegral_congr_fun measurableSet_Ioi e, integral_Ioi_rpow_of_lt (by norm_num) hR,
    show (-2 : ℝ) + 1 = -1 by norm_num, Real.rpow_neg_one]
  ring
```

In the shell bound, `Ici 1` is the range $r\ge1$. The identity `e3` is the factorisation by $4\pi/r$, and `norm_integral_le_of_norm_le` integrates the pointwise estimate.

```lean
/-- If `r⁶ n(r)` is within `ε` of `C` for all `r ≥ a`, where `1 ≤ a ≤ b`, and `n` is continuous on
`r ≥ 1`, the third moment of the shell from `a` to `b` is `4πC ln(b/a)` up to an error
`4πε ln(b/a)`. -/
theorem third_moment_shell_bound (hn : ContinuousOn n (Ici 1)) {a b ε : ℝ} (ha : 1 ≤ a)
    (hab : a ≤ b) (h : ∀ r, a ≤ r → |r ^ 6 * n r - C| ≤ ε) :
    |shellMoment n 3 a b - 4 * π * C * Real.log (b / a)| ≤ 4 * π * ε * Real.log (b / a) := by
  have ha0 : 0 < a := by linarith
  have hinv : ∫ r in a..b, r⁻¹ = Real.log (b / a) := integral_inv_of_pos ha0 (by linarith)
  have hi : IntervalIntegrable (fun r : ℝ => r⁻¹) volume a b :=
    ContinuousOn.intervalIntegrable_of_Icc hab
      (ContinuousOn.inv₀ continuousOn_id fun r hr => (ha0.trans_le hr.1).ne')
  have hc : ContinuousOn (fun r => 4 * π * r ^ (3 + 2) * n r) (Ici 1) :=
    ContinuousOn.mul (by fun_prop) hn
  have hf : IntervalIntegrable (fun r => 4 * π * r ^ (3 + 2) * n r) volume a b :=
    ContinuousOn.intervalIntegrable_of_Icc hab (hc.mono fun r hr => ha.trans hr.1)
  have e1 : ∫ r in a..b, (4 * π * r ^ (3 + 2) * n r - 4 * π * C * r⁻¹)
      = shellMoment n 3 a b - 4 * π * C * Real.log (b / a) := by
    rw [intervalIntegral.integral_sub hf (hi.const_mul _), intervalIntegral.integral_const_mul,
      hinv, shellMoment]
  have e2 : ∫ r in a..b, 4 * π * ε * r⁻¹ = 4 * π * ε * Real.log (b / a) := by
    rw [intervalIntegral.integral_const_mul, hinv]
  rw [← e1, ← e2, ← Real.norm_eq_abs]
  refine intervalIntegral.norm_integral_le_of_norm_le hab (ae_of_all _ fun r hr => ?_)
    (hi.const_mul _)
  -- pointwise comparison with 1/r
  have hr0 : 0 < r := ha0.trans hr.1
  have e3 : 4 * π * r ^ (3 + 2) * n r - 4 * π * C * r⁻¹
      = 4 * π * r⁻¹ * (r ^ 6 * n r - C) := by
    linear_combination (-(4 * π * r ^ 5 * n r)) * mul_inv_cancel₀ hr0.ne'
  have hp : 0 < 4 * π * r⁻¹ := by positivity
  rw [e3, Real.norm_eq_abs, abs_mul, abs_of_pos hp]
  calc 4 * π * r⁻¹ * |r ^ 6 * n r - C| ≤ 4 * π * r⁻¹ * ε :=
        mul_le_mul_of_nonneg_left (h r hr.1.le) hp.le
    _ = 4 * π * ε * r⁻¹ := by ring
```

Integrability is proved separately on $(1,R_0]$, by continuity, and beyond $R_0$, by domination with $4\pi(|C|+1)/r^2$.

```lean
/-- For a density continuous on `r ≥ 1` with `r⁶ n(r)` tending to a finite limit, the second-moment
integrand `4 π r⁴ n(r)` is integrable over all `r > 1`. -/
theorem second_moment_integrable (hn : ContinuousOn n (Ici 1))
    (h : Tendsto (fun r => r ^ 6 * n r) atTop (𝓝 C)) :
    IntegrableOn (fun r => 4 * π * r ^ (2 + 2) * n r) (Ioi 1) := by
  obtain ⟨R₀, h1, hR⟩ := exists_radius h one_pos
  have hc : ContinuousOn (fun r => 4 * π * r ^ (2 + 2) * n r) (Ici 1) :=
    ContinuousOn.mul (by fun_prop) hn
  rw [← Ioc_union_Ioi_eq_Ioi h1]
  refine IntegrableOn.union ((ContinuousOn.integrableOn_Icc
    (hc.mono fun r hr => hr.1)).mono_set Ioc_subset_Icc_self) ?_
  refine Integrable.mono' ((inverse_square_tail (by linarith : 0 < R₀)).1.const_mul
    (4 * π * (|C| + 1))) ((hc.mono fun r hr => h1.trans (le_of_lt hr)).aestronglyMeasurable
    measurableSet_Ioi) (ae_restrict_of_forall_mem measurableSet_Ioi fun r hr => ?_)
  have hr' : R₀ < r := hr
  have hr0 : 0 < r := by linarith
  have e : 4 * π * r ^ (2 + 2) * n r = 4 * π * (r ^ 2)⁻¹ * (r ^ 6 * n r) := by
    linear_combination (-(4 * π * r ^ 4 * n r)) * mul_inv_cancel₀ (pow_pos hr0 2).ne'
  have hp : 0 < 4 * π * (r ^ 2)⁻¹ := by positivity
  have hu : |r ^ 6 * n r| ≤ |C| + 1 := by
    linarith [hR r hr'.le, abs_sub_abs_le_abs_sub (r ^ 6 * n r) C]
  rw [e, Real.norm_eq_abs, abs_mul, abs_of_pos hp]
  calc 4 * π * (r ^ 2)⁻¹ * |r ^ 6 * n r| ≤ 4 * π * (r ^ 2)⁻¹ * (|C| + 1) :=
        mul_le_mul_of_nonneg_left hu hp.le
    _ = 4 * π * (|C| + 1) * (r ^ 2)⁻¹ := by ring
```

## The box-size laws

For a target error $\delta$, the proof takes $\varepsilon=\delta/(8\pi)$, so that the error after multiplication by $R$ is at most $\delta/2$.

```lean
/-- For a density continuous on `r ≥ 1` with `r⁶ n(r) → C`, the second moment missing from a
box of radius `R`, multiplied by `R`, tends to `4πC`. -/
theorem second_moment_tail (hn : ContinuousOn n (Ici 1))
    (h : Tendsto (fun r => r ^ 6 * n r) atTop (𝓝 C)) :
    Tendsto (fun R => R * outerMoment n 2 R) atTop (𝓝 (4 * π * C)) := by
  rw [Metric.tendsto_nhds]
  intro δ hδ
  obtain ⟨R₀, h1, hR₀⟩ := exists_radius h (show 0 < δ / (8 * π) by positivity)
  filter_upwards [eventually_ge_atTop R₀] with R hR
  have hR0 : 0 < R := by linarith
  obtain ⟨hi, hv⟩ := inverse_square_tail hR0
  have hf : IntegrableOn (fun r => 4 * π * r ^ (2 + 2) * n r) (Ioi R) :=
    (second_moment_integrable hn h).mono_set (Ioi_subset_Ioi (h1.trans hR))
  have e1 : ∫ r in Ioi R, (4 * π * r ^ (2 + 2) * n r - 4 * π * C * (r ^ 2)⁻¹)
      = outerMoment n 2 R - 4 * π * C * R⁻¹ := by
    rw [integral_sub hf (hi.const_mul _), integral_const_mul, hv, outerMoment]
  have e2 : ∫ r in Ioi R, δ / 2 * (r ^ 2)⁻¹ = δ / 2 * R⁻¹ := by
    rw [integral_const_mul, hv]
  -- the tail differs from that of C/r⁶ by at most δ/(2R)
  have hb : |outerMoment n 2 R - 4 * π * C * R⁻¹| ≤ δ / 2 * R⁻¹ := by
    rw [← e1, ← e2, ← Real.norm_eq_abs]
    refine norm_integral_le_of_norm_le (hi.const_mul _)
      (ae_restrict_of_forall_mem measurableSet_Ioi fun r hr => ?_)
    have hr' : R < r := hr
    have hr0 : 0 < r := hR0.trans hr'
    have e : 4 * π * r ^ (2 + 2) * n r - 4 * π * C * (r ^ 2)⁻¹
        = 4 * π * (r ^ 2)⁻¹ * (r ^ 6 * n r - C) := by
      linear_combination (-(4 * π * r ^ 4 * n r)) * mul_inv_cancel₀ (pow_pos hr0 2).ne'
    have hp : 0 < 4 * π * (r ^ 2)⁻¹ := by positivity
    rw [e, Real.norm_eq_abs, abs_mul, abs_of_pos hp]
    calc 4 * π * (r ^ 2)⁻¹ * |r ^ 6 * n r - C| ≤ 4 * π * (r ^ 2)⁻¹ * (δ / (8 * π)) :=
          mul_le_mul_of_nonneg_left (hR₀ r (hR.trans hr'.le)) hp.le
      _ = (π * π⁻¹) * (δ / 2 * (r ^ 2)⁻¹) := by ring
      _ = δ / 2 * (r ^ 2)⁻¹ := by rw [mul_inv_cancel₀ Real.pi_ne_zero, one_mul]
  have e3 : R * outerMoment n 2 R - 4 * π * C = R * (outerMoment n 2 R - 4 * π * C * R⁻¹) := by
    linear_combination (4 * π * C) * mul_inv_cancel₀ hR0.ne'
  rw [Real.dist_eq, e3, abs_mul, abs_of_pos hR0]
  calc R * |outerMoment n 2 R - 4 * π * C * R⁻¹| ≤ R * (δ / 2 * R⁻¹) :=
        mul_le_mul_of_nonneg_left hb hR0.le
    _ = δ / 2 * (R * R⁻¹) := by ring
    _ < δ := by rw [mul_inv_cancel₀ hR0.ne']; linarith
```

For the scaling law, the `+ 1` in the choice of $\varepsilon$ keeps the denominator positive when $s=1$.

```lean
/-- For a density continuous on `r ≥ 1` with `r⁶ n(r) → C`, enlarging the box from `R` to
`s R` with `s ≥ 1` adds a third moment that tends to `4πC ln s` as `R` grows. -/
theorem third_moment_box_scaling (hn : ContinuousOn n (Ici 1))
    (h : Tendsto (fun r => r ^ 6 * n r) atTop (𝓝 C)) {s : ℝ} (hs : 1 ≤ s) :
    Tendsto (fun R => shellMoment n 3 R (s * R)) atTop (𝓝 (4 * π * C * Real.log s)) := by
  rw [Metric.tendsto_nhds]
  intro δ hδ
  have hl : 0 ≤ Real.log s := Real.log_nonneg hs
  obtain ⟨R₀, h1, hR₀⟩ :=
    exists_radius h (show 0 < δ / (4 * π * (Real.log s + 1)) by positivity)
  filter_upwards [eventually_ge_atTop R₀] with R hR
  have hR0 : 0 < R := by linarith
  have hb := third_moment_shell_bound hn (h1.trans hR) (le_mul_of_one_le_left hR0.le hs)
    fun r hr => hR₀ r (hR.trans hr)
  rw [mul_div_cancel_right₀ s hR0.ne'] at hb
  rw [Real.dist_eq]
  refine hb.trans_lt ?_
  have e : 4 * π * (δ / (4 * π * (Real.log s + 1))) * Real.log s
      = δ * Real.log s / (Real.log s + 1) := by
    have := Real.pi_ne_zero
    field_simp
  rw [e, div_lt_iff₀ (by linarith)]
  linarith
```

In the logarithmic law, `hsplit` separates the inner shell, and `hK` makes $\ln R$ large enough for its contribution to stay below $\delta/2$.

```lean
/-- For a density continuous on `r ≥ 1` with `r⁶ n(r) → C`, the third moment between radius 1
and the box radius `R`, divided by `ln R`, tends to `4πC`. -/
theorem third_moment_log (hn : ContinuousOn n (Ici 1))
    (h : Tendsto (fun r => r ^ 6 * n r) atTop (𝓝 C)) :
    Tendsto (fun R => shellMoment n 3 1 R / Real.log R) atTop (𝓝 (4 * π * C)) := by
  rw [Metric.tendsto_nhds]
  intro δ hδ
  obtain ⟨R₀, h1, hR₀⟩ := exists_radius h (show 0 < δ / (8 * π) by positivity)
  have hc : ContinuousOn (fun r => 4 * π * r ^ (3 + 2) * n r) (Ici 1) :=
    ContinuousOn.mul (by fun_prop) hn
  -- the fixed inner shell [1, R₀] is negligible against ln R
  filter_upwards [eventually_ge_atTop R₀, Real.tendsto_log_atTop.eventually_gt_atTop 0,
    Real.tendsto_log_atTop.eventually_gt_atTop
      (2 * |shellMoment n 3 1 R₀ - 4 * π * C * Real.log R₀| / δ)] with R hR hL hK
  rw [div_lt_iff₀ hδ] at hK
  have hsplit : shellMoment n 3 1 R = shellMoment n 3 1 R₀ + shellMoment n 3 R₀ R :=
    (intervalIntegral.integral_add_adjacent_intervals
      (ContinuousOn.intervalIntegrable_of_Icc h1 (hc.mono fun r hr => hr.1))
      (ContinuousOn.intervalIntegrable_of_Icc hR (hc.mono fun r hr => h1.trans hr.1))).symm
  have hb := third_moment_shell_bound hn h1 hR hR₀
  have e : 4 * π * (δ / (8 * π)) = δ / 2 := by
    have := Real.pi_ne_zero
    field_simp
    norm_num
  rw [e, Real.log_div (by linarith) (by linarith)] at hb
  have hl0 : 0 ≤ δ * Real.log R₀ := mul_nonneg hδ.le (Real.log_nonneg h1)
  have e2 : shellMoment n 3 1 R / Real.log R - 4 * π * C
      = (shellMoment n 3 1 R - 4 * π * C * Real.log R) / Real.log R := by
    rw [sub_div, mul_div_cancel_right₀ _ hL.ne']
  rw [Real.dist_eq, e2, abs_div, abs_of_pos hL, div_lt_iff₀ hL, hsplit]
  have e3 : shellMoment n 3 1 R₀ + shellMoment n 3 R₀ R - 4 * π * C * Real.log R
      = (shellMoment n 3 1 R₀ - 4 * π * C * Real.log R₀)
        + (shellMoment n 3 R₀ R - 4 * π * C * (Real.log R - Real.log R₀)) := by ring
  rw [e3]
  refine (abs_add_le _ _).trans_lt ?_
  linarith
```

Multiplying the positive limit by $\ln R\to\infty$ gives divergence. Weakening `0 < C` to $C\ge0$ would make this false: $n=r^{-7}$ has $C=0$, and $M_3(1,R)=4\pi(1-1/R)$ stays bounded.

```lean
/-- For a density continuous on `r ≥ 1` with `r⁶ n(r) → C` and `C > 0`, the third moment between
radius 1 and the box radius grows without bound as the box radius increases. -/
theorem third_moment_diverges (hn : ContinuousOn n (Ici 1))
    (h : Tendsto (fun r => r ^ 6 * n r) atTop (𝓝 C)) (hC : 0 < C) :
    Tendsto (fun R => shellMoment n 3 1 R) atTop atTop := by
  refine ((third_moment_log hn h).pos_mul_atTop (by positivity) Real.tendsto_log_atTop).congr' ?_
  filter_upwards [Real.tendsto_log_atTop.eventually_gt_atTop 0] with R hL
  exact div_mul_cancel₀ _ hL.ne'
```

## A coefficient independent of nuclear charge

The hypothesis `hφ` expresses the $144/x^3$ decay of the neutral atom's screening function. It is assumed, not derived from the Thomas-Fermi differential equation. In the proof, `hZb` cancels the charge, and the positive limit makes $\varphi$ positive far out, which allows the power $3/2$ to be split over the product.

```lean
/-- If the screening function obeys `x³ φ(x) → 144`, the Thomas-Fermi density of an atom with
any nuclear charge `Z > 0` obeys `r⁶ n(r) → 243π/8`. -/
theorem tfDensity_tail {Z : ℝ} (hZ : 0 < Z) {φ : ℝ → ℝ}
    (hφ : Tendsto (fun x => x ^ 3 * φ x) atTop (𝓝 144)) :
    Tendsto (fun r => r ^ 6 * tfDensity Z φ r) atTop (𝓝 (243 * π / 8)) := by
  have hb : 0 < tfLength Z := by unfold tfLength; positivity
  -- the nuclear charge cancels in Z b³
  have hZb : Z * tfLength Z ^ 3 = 9 * π ^ 2 / 128 := by
    have h1 : ((3 * π / 4) ^ (2 / 3 : ℝ)) ^ 3 = (3 * π / 4) ^ 2 := by
      rw [← Real.rpow_natCast ((3 * π / 4) ^ (2 / 3 : ℝ)) 3, ← Real.rpow_mul (by positivity),
        show (2 / 3 : ℝ) * ((3 : ℕ) : ℝ) = 2 by norm_num, Real.rpow_two]
    have h2 : (Z ^ (-(1 / 3) : ℝ)) ^ 3 = Z⁻¹ := by
      rw [← Real.rpow_natCast (Z ^ (-(1 / 3) : ℝ)) 3, ← Real.rpow_mul hZ.le,
        show (-(1 / 3) : ℝ) * ((3 : ℕ) : ℝ) = -1 by norm_num, Real.rpow_neg_one]
    rw [tfLength, mul_pow, mul_pow, h1, h2]
    linear_combination (9 * π ^ 2 / 128) * mul_inv_cancel₀ hZ.ne'
  have hg : Tendsto (fun r => 2 * (Z * tfLength Z ^ 3) *
      ((r / tfLength Z) ^ 3 * φ (r / tfLength Z))) atTop (𝓝 ((9 * π / 2) ^ 2)) := by
    have h3 := (hφ.comp (tendsto_id.atTop_div_const hb)).const_mul (2 * (Z * tfLength Z ^ 3))
    have e : 2 * (Z * tfLength Z ^ 3) * 144 = (9 * π / 2) ^ 2 := by rw [hZb]; ring
    rw [e] at h3
    exact h3
  have hlim := (hg.rpow_const (p := (3 / 2 : ℝ)) (Or.inr (by norm_num))).div_const (3 * π ^ 2)
  have e : ((9 * π / 2) ^ 2) ^ (3 / 2 : ℝ) / (3 * π ^ 2) = 243 * π / 8 := by
    rw [← Real.rpow_natCast (9 * π / 2) 2, ← Real.rpow_mul (by positivity),
      show ((2 : ℕ) : ℝ) * (3 / 2) = ((3 : ℕ) : ℝ) by norm_num, Real.rpow_natCast,
      div_eq_iff (by positivity)]
    ring
  rw [e] at hlim
  refine hlim.congr' ?_
  filter_upwards [eventually_gt_atTop 0, hg.eventually_const_lt
    (show (0 : ℝ) < (9 * π / 2) ^ 2 by positivity)] with r hr hpos
  have e4 : 2 * (Z * tfLength Z ^ 3) * ((r / tfLength Z) ^ 3 * φ (r / tfLength Z))
      = r ^ 4 * (2 * Z * φ (r / tfLength Z) / r) := by
    have := hb.ne'
    field_simp
  rw [e4] at hpos
  have hq := (mul_pos_iff_of_pos_left (pow_pos hr 4)).1 hpos
  have e5 : (r ^ 4) ^ (3 / 2 : ℝ) = r ^ 6 := by
    rw [← Real.rpow_natCast r 4, ← Real.rpow_mul hr.le,
      show ((4 : ℕ) : ℝ) * (3 / 2) = ((6 : ℕ) : ℝ) by norm_num, Real.rpow_natCast]
  rw [e4, Real.mul_rpow (by positivity) hq.le, e5, tfDensity, mul_div_assoc]
```

Continuity of `φ` on $x>0$ makes the density continuous on $r\ge1$, so both general laws apply.

```lean
/-- For a Thomas-Fermi atom with `Z > 0` and a continuous screening function obeying
`x³ φ(x) → 144`, `R` times the second moment beyond `R`, and the third moment between 1 and `R`
divided by `ln R`, both tend to `243π²/2`. -/
theorem thomas_fermi_atom_moments {Z : ℝ} (hZ : 0 < Z) {φ : ℝ → ℝ}
    (hc : ContinuousOn φ (Ioi 0)) (hφ : Tendsto (fun x => x ^ 3 * φ x) atTop (𝓝 144)) :
    Tendsto (fun R => R * outerMoment (tfDensity Z φ) 2 R) atTop (𝓝 (243 * π ^ 2 / 2)) ∧
    Tendsto (fun R => shellMoment (tfDensity Z φ) 3 1 R / Real.log R) atTop
      (𝓝 (243 * π ^ 2 / 2)) := by
  have hb : 0 < tfLength Z := by unfold tfLength; positivity
  have hpos : ∀ r ∈ Ici (1 : ℝ), 0 < r := fun r hr => lt_of_lt_of_le one_pos hr
  have h1 : ContinuousOn (fun r => φ (r / tfLength Z)) (Ici 1) :=
    hc.comp (continuousOn_id.div_const _) fun r hr => div_pos (hpos r hr) hb
  have hn : ContinuousOn (tfDensity Z φ) (Ici 1) :=
    (((continuousOn_const.mul h1).div continuousOn_id fun r hr => (hpos r hr).ne').rpow_const
      fun r _ => Or.inr (by norm_num)).div_const _
  have e : 243 * π ^ 2 / 2 = 4 * π * (243 * π / 8) := by ring
  rw [e]
  exact ⟨second_moment_tail hn (tfDensity_tail hZ hφ), third_moment_log hn (tfDensity_tail hZ hφ)⟩

end

end ThomasFermiMoments
```

```lean
#print axioms ThomasFermiMoments.third_moment_box_scaling
#print axioms ThomasFermiMoments.third_moment_diverges
#print axioms ThomasFermiMoments.thomas_fermi_atom_moments
```

```
'ThomasFermiMoments.third_moment_box_scaling' depends on axioms: [propext, Classical.choice, Quot.sound]
'ThomasFermiMoments.third_moment_diverges' depends on axioms: [propext, Classical.choice, Quot.sound]
'ThomasFermiMoments.thomas_fermi_atom_moments' depends on axioms: [propext, Classical.choice, Quot.sound]
```
